# The response of \(O^{-1/2}\) equals \(-\tfrac12 O^{-3/2}D\) exactly when \(OD = DO\)

Take two orthogonal orbitals, numbered 0 and 1 and not both normalised, with overlap matrix \(O = \mathrm{diag}(1,4)\) and inverse square root \(S = O^{-1/2} = \mathrm{diag}(s_0,s_1)\), where \(s_0 = 1\) and \(s_1 = 1/2\). Let the overlap change at the rate \(D\), with \(D_{01} = D_{10} = 1\) and zero diagonal, and let \(Y\) be the rate of change of \(S\). Differentiating \(S S O = 1\) gives \((SY + YS)\,O + S^2 D = 0\). Multiplying by \(O^{-1} = S^2\) from the right,
\[ SY + YS = -O^{-1} D\, O^{-1}. \]
For diagonal \(S\) this reads \((s_i + s_j)\,Y_{ij} = -s_i^2 s_j^2 D_{ij}\) for orbitals \(i, j\), so \(Y_{01} = Y_{10} = -\tfrac14/\tfrac32 = -\tfrac16\). The scalar rule for differentiating \(x^{-1/2}\) suggests the shortcut \(-\tfrac12 O^{-3/2} D = -\tfrac12 S^3 D\), with entries \(-\tfrac12 s_i^3 D_{ij}\), here \(-\tfrac12\) and \(-\tfrac1{16}\). The two expressions differ by
\[ Y_{ij} + \tfrac12 s_i^3 D_{ij} = \frac{s_i^2\,(s_i + 2s_j)(s_i - s_j)}{2\,(s_i + s_j)}\, D_{ij}. \]
For positive \(s_i, s_j\) this vanishes exactly when \(D_{ij} = 0\) or \(s_i = s_j\), so the shortcut is right exactly when \(D\) does not connect different eigenvalues of \(O\).

When Hubbard projectors are built from Löwdin-orthogonalised atomic orbitals, the derivative of \(O^{-1/2}\) with respect to an atomic displacement or a strain enters the forces and the stress, and the result decides, for a finite orbital set and to first order, whether the shortcut equals that derivative as a matrix.

## The objects

All matrices are complex and indexed by a finite type `n` of orbitals. Opening `ComplexOrder` makes \(0 \le z\) mean that the complex number \(z\) is real and non-negative.

```lean
import Mathlib

open Matrix
open scoped ComplexOrder

namespace LowdinOverlapResponse

noncomputable section

variable {n : Type*} [Fintype n] [DecidableEq n]
```

The root is characterised and not constructed: \(S\) is positive definite, which in Mathlib includes being Hermitian, and \(SSO = 1\). No separate hypothesis is put on \(O\), since the second condition makes it the inverse of the positive definite matrix \(S^2\). That every positive definite \(O\) has such a root is not derived; each general theorem about \(O\) assumes `IsInvSqrt O S`.

```lean
/-- `S` is the inverse square root `O^(-1/2)` of the overlap matrix `O`:
it is positive definite and `S S O = 1`. -/
structure IsInvSqrt (O S : Matrix n n ℂ) : Prop where
  pos : S.PosDef
  sq_mul : S * S * O = 1
```

The differentiation is not formalised either. The response equation is taken as the definition of \(Y\), and \(D\) is an arbitrary matrix unless stated otherwise.

```lean
/-- The response equation `S Y + Y S = -O⁻¹ D O⁻¹` for an overlap variation `D`. -/
def SolvesResponse (O S D Y : Matrix n n ℂ) : Prop :=
  S * Y + Y * S = -(O⁻¹ * D * O⁻¹)
```

The shortcut has \(S^3\) to the left of \(D\).

```lean
/-- The shortcut `-S³ D / 2`, that is `-O^(-3/2) D / 2` for `S = O^(-1/2)`. -/
def shortcut (S D : Matrix n n ℂ) : Matrix n n ℂ :=
  (-(1 / 2) : ℂ) • (S ^ 3 * D)
```

## The homogeneous equation

Let \(A\) be positive definite, \(B\) positive semidefinite, and \(AX + XB = 0\). Multiply by the adjoint \(X^\dagger\) from the left, take the trace, and move \(X^\dagger\) cyclically in the second term:
\[ 0 = \operatorname{tr} X^\dagger (AX + XB) = \operatorname{tr}(X^\dagger A X) + \operatorname{tr}(X B X^\dagger). \]
The second trace is non-negative because \(XBX^\dagger\) is positive semidefinite. The first is \(\sum_j x_j^\dagger A x_j\) with \(x_j\) the \(j\)-th column of \(X\), a sum of non-negative terms. Hence each \(x_j^\dagger A x_j\) is zero, and positive definiteness of \(A\) gives \(x_j = 0\). In the proof `h1` identifies the diagonal entries with these quadratic forms, `tB` and `hsum` are the sign of the second trace and the trace identity, `hz'` makes each term vanish, and the closing contradiction uses `dotProduct_mulVec_pos` on a non-zero column.

```lean
omit [DecidableEq n] in
/-- For positive definite `A` and positive semidefinite `B`, the homogeneous Sylvester
equation `A X + X B = 0` has only the solution `X = 0`. -/
theorem sylvester_eq_zero {A B X : Matrix n n ℂ} (hA : A.PosDef) (hB : B.PosSemidef)
    (h : A * X + X * B = 0) : X = 0 := by
  have h1 : ∀ j, (Xᴴ * A * X) j j = star (fun i => X i j) ⬝ᵥ A *ᵥ (fun i => X i j) := by
    intro j
    rw [Matrix.mul_assoc]
    rfl
  have hnn : ∀ j ∈ Finset.univ, 0 ≤ (Xᴴ * A * X) j j := by
    intro j _
    rw [h1]
    exact hA.posSemidef.dotProduct_mulVec_nonneg _
  have tB : 0 ≤ (X * B * Xᴴ).trace := (hB.mul_mul_conjTranspose_same X).trace_nonneg
  -- two non-negative traces add up to zero
  have hsum : (Xᴴ * A * X).trace + (X * B * Xᴴ).trace = 0 := by
    rw [Matrix.trace_mul_comm (X * B) Xᴴ, ← Matrix.trace_add, Matrix.mul_assoc,
      ← Matrix.mul_add, h, Matrix.mul_zero, Matrix.trace_zero]
  have hle : (Xᴴ * A * X).trace ≤ 0 := by
    rw [eq_neg_of_add_eq_zero_left hsum]
    exact neg_nonpos.mpr tB
  have hz : ∑ j, (Xᴴ * A * X) j j = 0 := le_antisymm hle (Finset.sum_nonneg hnn)
  have hz' := (Finset.sum_eq_zero_iff_of_nonneg hnn).1 hz
  -- every column of X has vanishing A-norm
  ext i j
  by_contra hne
  have hcol : (fun i => X i j) ≠ 0 := fun h0 => hne (congrFun h0 i)
  have hpos := hA.dotProduct_mulVec_pos hcol
  rw [← h1, hz' j (Finset.mem_univ j)] at hpos
  exact lt_irrefl _ hpos
```

## The root and its commutant

From \(SSO = 1\) the inverse overlap is \(O^{-1} = S^2\). Mathlib assigns the value zero to the inverse of a singular matrix, and this identity shows that the `O⁻¹` in `SolvesResponse` is a true inverse.

```lean
/-- The inverse overlap is the square of `O^(-1/2)`. -/
theorem IsInvSqrt.inv_eq {O S : Matrix n n ℂ} (hS : IsInvSqrt O S) : O⁻¹ = S * S :=
  Matrix.inv_eq_left_inv hS.sq_mul
```

If \(S\) and \(T\) are both roots, then \(S^2 = T^2\), and \(S(S - T) + (S - T)T = S^2 - T^2 = 0\). The homogeneous result with \(A = S\), \(B = T\) gives \(S = T\), so the symbol \(O^{-1/2}\) names one matrix.

```lean
/-- The positive definite inverse square root of an overlap matrix is unique. -/
theorem IsInvSqrt.unique {O S T : Matrix n n ℂ} (hS : IsInvSqrt O S) (hT : IsInvSqrt O T) :
    S = T := by
  have h : S * S = T * T := by rw [← hS.inv_eq, ← hT.inv_eq]
  have h2 : S * (S - T) + (S - T) * T = S * S - T * T := by noncomm_ring
  rw [h, sub_self] at h2
  exact sub_eq_zero.1 (sylvester_eq_zero hS.pos hT.pos.posSemidef h2)
```

Next, \(D\) commutes with \(O\) exactly when it commutes with \(S\). Suppose \(OD = DO\). A left inverse of a square matrix is a right inverse (`hr`), so
\[ S^2 D = S^2 D\, O S^2 = S^2 O\, D S^2 = D S^2. \]
With the commutator \(C = SD - DS\),
\[ SC + CS = S^2 D - D S^2 = 0, \]
which is `h3`, and \(C = 0\) follows with \(A = B = S\). Conversely \(SD = DS\) gives \(DS^2 = S^2D\), and \(OD = O D S^2 O = O S^2 D O = DO\).

```lean
/-- A matrix `D` commutes with `O` exactly when it commutes with `O^(-1/2)`. -/
theorem IsInvSqrt.commute_iff {O S : Matrix n n ℂ} (hS : IsInvSqrt O S) (D : Matrix n n ℂ) :
    O * D = D * O ↔ S * D = D * S := by
  have hl := hS.sq_mul
  have hr : O * (S * S) = 1 := mul_eq_one_comm.1 hl
  constructor
  · intro h
    have h2 : S * S * D = D * (S * S) := by
      calc S * S * D = S * S * D * (O * (S * S)) := by rw [hr, mul_one]
        _ = S * S * (D * O) * (S * S) := by simp only [mul_assoc]
        _ = S * S * O * D * (S * S) := by rw [← h]; simp only [mul_assoc]
        _ = D * (S * S) := by rw [hl, one_mul]
    have h3 : S * (S * D - D * S) + (S * D - D * S) * S = S * S * D - D * (S * S) := by
      noncomm_ring
    rw [h2, sub_self] at h3
    exact sub_eq_zero.1 (sylvester_eq_zero hS.pos hS.pos.posSemidef h3)
  · intro h
    have h2 : D * (S * S) = S * S * D := by
      rw [← mul_assoc, ← h, mul_assoc, ← h, mul_assoc]
    calc O * D = O * D * (S * S * O) := by rw [hl, mul_one]
      _ = O * (D * (S * S)) * O := by simp only [mul_assoc]
      _ = O * (S * S) * D * O := by rw [h2]; simp only [mul_assoc]
      _ = D * O := by rw [hr, one_mul]
```

## Existence, uniqueness and Hermiticity

The map \(L(X) = SX + XS\) is linear on the finite-dimensional space of matrices and has trivial kernel, so it is injective and therefore surjective. The response equation \(L(Y) = -O^{-1} D O^{-1}\) has exactly one solution for every \(D\). In Lean \(L\) is the sum of `LinearMap.mulLeft ℂ S` and `LinearMap.mulRight ℂ S`, and `LinearMap.injective_iff_surjective` supplies existence without diagonalising anything. Finite dimension is used at this point.

```lean
/-- The response equation has exactly one solution `Y` for every `D`. -/
theorem response_existsUnique {O S : Matrix n n ℂ} (hS : IsInvSqrt O S) (D : Matrix n n ℂ) :
    ∃! Y, SolvesResponse O S D Y := by
  let L : Matrix n n ℂ →ₗ[ℂ] Matrix n n ℂ := LinearMap.mulLeft ℂ S + LinearMap.mulRight ℂ S
  have hinj : Function.Injective L :=
    (injective_iff_map_eq_zero L).2 fun X hX => sylvester_eq_zero hS.pos hS.pos.posSemidef hX
  obtain ⟨Y, hY⟩ := LinearMap.injective_iff_surjective.1 hinj (-(O⁻¹ * D * O⁻¹))
  refine ⟨Y, hY, fun Z hZ => hinj ?_⟩
  rw [hY]
  exact hZ
```

The variation of an overlap matrix along a real parameter is Hermitian. Taking the adjoint of \(SY + YS = -S^2 D S^2\) with \(S^\dagger = S\) and \(D^\dagger = D\) gives \(Y^\dagger S + S Y^\dagger = -S^2 D S^2\). Thus \(Y^\dagger\) solves the same equation and equals \(Y\). The pattern is worth reusing: once an `∃!` statement is available, its `.unique` turns any claim that \(Y\) equals some matrix into the check that this matrix solves the equation. The same move closes the converse of the main theorem and the numerical example.

```lean
/-- For a Hermitian overlap variation `D` the solution `Y` is Hermitian. -/
theorem response_isHermitian {O S D Y : Matrix n n ℂ} (hS : IsInvSqrt O S)
    (hD : D.IsHermitian) (hY : SolvesResponse O S D Y) : Y.IsHermitian := by
  refine (response_existsUnique hS D).unique ?_ hY
  have hSh : Sᴴ = S := hS.pos.isHermitian.eq
  unfold SolvesResponse at hY ⊢
  rw [hS.inv_eq] at hY ⊢
  have h := congrArg conjTranspose hY
  simp only [conjTranspose_add, conjTranspose_mul, conjTranspose_neg, hSh, hD.eq] at h
  rw [add_comm, h]
  simp only [mul_assoc]
```

## The equivalence

The theorem reads: if \(S\) is the positive inverse root of \(O\) and \(Y\) solves the response equation for \(D\), then \(Y = -\tfrac12 S^3 D\) if and only if \(OD = DO\). Hermiticity of \(D\) is not among the hypotheses, so Hermitian \(D\) is a special case. The first tactic line replaces \(OD = DO\) by \(SD = DS\).

Suppose \(Y = -\tfrac12 S^3 D\). Doubling the response equation and inserting \(2Y = -S^3 D\) gives \(S^4 D + S^3 D S = 2 S^2 D S^2\). Since
\[ SC + 2CS = S^2 D + SDS - 2DS^2, \]
this says \(S^2 (SC + 2CS) = 0\). Multiplying by \(O\) from the left removes \(S^2\), and the homogeneous result with \(A = S\), \(B = 2S\) gives \(C = 0\). The combination \(SC + 2CS\) is the factor \((s_i + 2s_j)(s_i - s_j)D_{ij}\) of the two-orbital case. In the proof `h2` and `h3` do the doubling, so that `noncomm_ring` meets no factor \(\tfrac12\); `h4` is the factorisation with \(2S\) written as `S + S`, and `h5` is the equation after cancelling \(S^2\).

Suppose instead \(SD = DS\). Then \(S \cdot S^3 D\) and \(S^3 D \cdot S\) both equal \(S^2 D S^2\) (the steps `a` and `b`), so the shortcut solves the equation, and by uniqueness it is \(Y\).

```lean
/-- The solution `Y` of `O^(-1/2) Y + Y O^(-1/2) = -O⁻¹ D O⁻¹` equals the shortcut
`-O^(-3/2) D / 2` if and only if `O D = D O`. -/
theorem response_eq_shortcut_iff {O S D Y : Matrix n n ℂ} (hS : IsInvSqrt O S)
    (hY : SolvesResponse O S D Y) : Y = shortcut S D ↔ O * D = D * O := by
  rw [hS.commute_iff]
  constructor
  · intro h
    have hr : O * (S * S) = 1 := mul_eq_one_comm.1 hS.sq_mul
    have h2 : Y + Y = -(S * S * S * D) := by
      rw [h, shortcut, pow_three']
      module
    unfold SolvesResponse at hY
    rw [hS.inv_eq] at hY
    have h3 : S * (Y + Y) + (Y + Y) * S = -(S * S * D * (S * S)) + -(S * S * D * (S * S)) := by
      rw [← hY]
      noncomm_ring
    rw [h2] at h3
    -- the commutator C = S D - D S obeys S² (S C + 2 C S) = 0
    have h4 : S * S * (S * (S * D - D * S) + (S * D - D * S) * (S + S))
        = (-(S * S * D * (S * S)) + -(S * S * D * (S * S)))
          - (S * -(S * S * S * D) + -(S * S * S * D) * S) := by noncomm_ring
    rw [h3, sub_self] at h4
    have h5 : S * (S * D - D * S) + (S * D - D * S) * (S + S) = 0 := by
      have h6 := congrArg (fun M => O * M) h4
      simp only [mul_zero] at h6
      rwa [← mul_assoc, hr, one_mul] at h6
    exact sub_eq_zero.1
      (sylvester_eq_zero hS.pos (hS.pos.posSemidef.add hS.pos.posSemidef) h5)
  · intro h
    -- the shortcut solves the equation, and the solution is unique
    refine (response_existsUnique hS D).unique hY ?_
    have b : S * S * S * D * S = S * S * D * (S * S) := by
      calc S * S * S * D * S = S * S * (S * D) * S := by simp only [mul_assoc]
        _ = S * S * D * (S * S) := by rw [h]; simp only [mul_assoc]
    have a : S * (S * S * S * D) = S * S * D * (S * S) := by
      calc S * (S * S * S * D) = S * S * S * (S * D) := by simp only [mul_assoc]
        _ = S * S * S * D * S := by rw [h]; simp only [mul_assoc]
        _ = S * S * D * (S * S) := b
    unfold SolvesResponse shortcut
    rw [hS.inv_eq, pow_three', mul_smul_comm, smul_mul_assoc, a, b]
    module
```

With one orbital every \(D\) commutes with \(O\) and the scalar rule is recovered. For an orthonormal set, \(O = S = 1\), the equation is \(2Y = -D\) and the shortcut is again exact.

Positivity of \(S\) carries the equivalence. Take two orbitals with \(O = 1\), the Hermitian root \(S = \mathrm{diag}(1,-1)\) and \(D = 0\). Then \(OD = DO\) and the shortcut is zero, yet the matrix with \(Y_{01} = Y_{10} = 1\) and zero diagonal satisfies \(SY + YS = 0\), because \(s_0 + s_1 = 0\). A definition of the root that asked only for a Hermitian \(S\) with \(SSO = 1\) would make the statement false.

For the mirrored shortcut \(-\tfrac12 D S^3\) the same algebra leads to \((2SC + CS)\,S^2 = 0\), and \(A = 2S\), \(B = S\) would give the same criterion. That variant, the counter-example and the general diagonal formulas are argued on paper only, with no theorem behind them.

## The example in three dimensions

The two-orbital case is embedded in \(O = \mathrm{diag}(1,4,9)\) with orbital 2 as a spectator. The entries are chosen for rational roots; an overlap of normalised orbitals would have unit diagonal, which no theorem requires. Indices run over 0, 1, 2, so \(Y_{01}\) is `Y 0 1`.

```lean
/-- The overlap matrix `diag(1, 4, 9)`. -/
def exO : Matrix (Fin 3) (Fin 3) ℂ := !![1, 0, 0; 0, 4, 0; 0, 0, 9]
```

The candidate root is \(S = \mathrm{diag}(1, \tfrac12, \tfrac13)\).

```lean
/-- The matrix `diag(1, 1/2, 1/3)`. -/
def exS : Matrix (Fin 3) (Fin 3) ℂ := !![1, 0, 0; 0, 1 / 2, 0; 0, 0, 1 / 3]
```

The variation couples orbitals 0 and 1 only.

```lean
/-- The overlap variation whose only non-zero entries are `D 0 1 = D 1 0 = 1`. -/
def exD : Matrix (Fin 3) (Fin 3) ℂ := !![0, 1, 0; 1, 0, 0; 0, 0, 0]
```

This \(S\) is positive definite because it is diagonal with positive entries, and \(SSO = 1\) holds entry by entry, so `IsInvSqrt exO exS` is satisfied. The matrix \(D\) is Hermitian, and it fails to commute with \(O\) since \((OD)_{01} = 1\) while \((DO)_{01} = 4\).

```lean
/-- `diag(1, 1/2, 1/3)` is the inverse square root of `diag(1, 4, 9)`, and `exD` is Hermitian
and does not commute with `diag(1, 4, 9)`. -/
theorem invSqrt_witness : IsInvSqrt exO exS ∧ exD.IsHermitian ∧ exO * exD ≠ exD * exO := by
  refine ⟨⟨?_, ?_⟩, ?_, ?_⟩
  · have hd : exS = diagonal ![1, 1 / 2, 1 / 3] := by
      ext i j
      fin_cases i <;> fin_cases j <;> rfl
    have h1 : (0 : ℂ) < 1 := by rw [Complex.lt_def]; norm_num
    have h2 : (0 : ℂ) < 1 / 2 := by rw [Complex.lt_def]; norm_num
    have h3 : (0 : ℂ) < 1 / 3 := by rw [Complex.lt_def]; norm_num
    rw [hd]
    refine Matrix.PosDef.diagonal fun i => ?_
    fin_cases i
    exacts [h1, h2, h3]
  · ext i j
    fin_cases i <;> fin_cases j <;>
      simp [exS, exO, Matrix.mul_apply, Fin.sum_univ_succ] <;> norm_num
  · ext i j
    fin_cases i <;> fin_cases j <;> simp [exD, conjTranspose_apply]
  · intro h
    have h01 := congrFun (congrFun h 0) 1
    simp [exO, exD, Matrix.mul_apply, Fin.sum_univ_succ] at h01
```

The matrix with \(-\tfrac16\) in positions 01 and 10 and zeros elsewhere solves the response equation (`hsol`), so by uniqueness any solution has \(Y_{01} = Y_{10} = -\tfrac16\), while the shortcut has \(-\tfrac12\) and \(-\tfrac1{16}\) there. The shortcut is not Hermitian, and it is tempting to repair it by averaging it with its adjoint; the average of the two entries is \(-\tfrac9{32}\), which still differs from \(-\tfrac16\).

```lean
/-- For `O = diag(1, 4, 9)` and `D = exD` any solution has `Y 0 1 = Y 1 0 = -1/6`,
while the shortcut has the entries `-1/2` and `-1/16` there. -/
theorem shortcut_fails_example {Y : Matrix (Fin 3) (Fin 3) ℂ}
    (hY : SolvesResponse exO exS exD Y) :
    Y 0 1 = -1 / 6 ∧ Y 1 0 = -1 / 6 ∧
      shortcut exS exD 0 1 = -1 / 2 ∧ shortcut exS exD 1 0 = -1 / 16 := by
  have hS := invSqrt_witness.1
  have hsol : SolvesResponse exO exS exD !![0, -1 / 6, 0; -1 / 6, 0, 0; 0, 0, 0] := by
    unfold SolvesResponse
    rw [hS.inv_eq]
    ext i j
    fin_cases i <;> fin_cases j <;>
      simp [exS, exD, Matrix.mul_apply, Fin.sum_univ_succ] <;> norm_num
  rw [(response_existsUnique hS exD).unique hY hsol]
  unfold shortcut
  rw [pow_three']
  refine ⟨?_, ?_, ?_, ?_⟩ <;>
    simp [exS, exD, Matrix.mul_apply, Fin.sum_univ_succ] <;> norm_num

end

end LowdinOverlapResponse
```

```lean
#print axioms LowdinOverlapResponse.response_existsUnique
#print axioms LowdinOverlapResponse.response_isHermitian
#print axioms LowdinOverlapResponse.response_eq_shortcut_iff
#print axioms LowdinOverlapResponse.shortcut_fails_example
```

```
'LowdinOverlapResponse.response_existsUnique' depends on axioms: [propext, Classical.choice, Quot.sound]
'LowdinOverlapResponse.response_isHermitian' depends on axioms: [propext, Classical.choice, Quot.sound]
'LowdinOverlapResponse.response_eq_shortcut_iff' depends on axioms: [propext, Classical.choice, Quot.sound]
'LowdinOverlapResponse.shortcut_fails_example' depends on axioms: [propext, Classical.choice, Quot.sound]
```
